# A two-colourable molecular graph has a Kekulé structure if a permutation moves every atom to a bonded neighbour

A Kekulé structure is taken here as a perfect matching of the molecular graph: a set of bonds that meets every atom exactly once. `hasKekule_of_perm` states that a simple graph `G` has one if it has a proper colouring `c` by two colours and a permutation `σ` of its atoms with `σ i` bonded to `i` for every atom `i`. The graph may be infinite, and only its bonds matter; no energies or wavefunctions come in. The proof keeps the bonds from each atom `v` coloured `true` to `σ v`, then shows that every atom has exactly one partner: `σ v` if `v` is coloured `true`, and `σ.symm v` if not.

This version doesn't compile in Lean 4 with Mathlib:

```lean
import Mathlib

open Matrix

namespace HasKekuleOfPerm

variable {V : Type*}

/-- A molecular graph has a Kekulé structure if some set of its bonds meets every atom
exactly once, that is, if it has a perfect matching. -/
def HasKekule (G : SimpleGraph V) : Prop :=
  ∃ M : G.Subgraph, M.IsPerfectMatching

/-- If the atoms of a two-coloured molecular graph can be permuted so that each one moves to a
bonded neighbour, the graph has a Kekulé structure. -/
theorem hasKekule_of_perm {G : SimpleGraph V} (c : G.Coloring Bool) (σ : Equiv.Perm V)
    (hσ : ∀ i, G.Adj (σ i) i) : HasKekule G := by
  have hc : ∀ i, c (σ i) ≠ c i := fun i => c.valid (hσ i)
  -- keep only the moves that start in the class coloured `true`
  let K : SimpleGraph V := SimpleGraph.fromRel (fun i j => c i = true ∧ σ i = j)
  have hK : K ≤ G := by
    intro i j h
    rcases (SimpleGraph.fromRel_adj _ i j).mp h with ⟨_, ⟨_, h⟩ | ⟨_, h⟩⟩
    · exact h ▸ (hσ i).symm
    · exact h ▸ hσ j
  refine ⟨SimpleGraph.toSubgraph K hK, ?_⟩
  rw [SimpleGraph.Subgraph.isPerfectMatching_iff]
  intro v
  have adj : ∀ w, (SimpleGraph.toSubgraph K hK).Adj v w ↔
      v ≠ w ∧ ((c v = true ∧ σ v = w) ∨ (c w = true ∧ σ w = v)) :=
    fun w => SimpleGraph.fromRel_adj _ v w
  by_cases hv : c v = true
  · -- the partner of `v` is the atom it moves to
    refine ⟨σ v, (adj _).mpr ⟨fun h => hc v (congrArg c h.symm), Or.inl ⟨hv, rfl⟩⟩,
      fun w hw => ?_⟩
    rcases (adj w).mp hw with ⟨_, ⟨_, h⟩ | ⟨hw', h⟩⟩
    · exact h.symm
    · have h2 := hc w
      rw [h, hv, hw'] at h2
      exact absurd rfl h2
  · -- the partner of `v` is the atom that moves to it
    have hu : c (σ.symm v) = true := by
      have h := hc (σ.symm v)
      have hv' : c v = false := by simpa using hv
      rw [Equiv.apply_symm_apply, hv'] at h
      simpa using h.symm
    refine ⟨σ.symm v, (adj _).mpr ⟨fun h => hv ((congrArg c h).trans hu),
      Or.inr ⟨hu, Equiv.apply_symm_apply σ v⟩⟩, fun w hw => ?_⟩
    rcases (adj w).mp hw with ⟨_, ⟨h, _⟩ | ⟨_, h⟩⟩
    · exact absurd h hv
    · rw [← h, Equiv.symm_apply_apply]

end HasKekuleOfPerm
```

Messages:

```
Main.lean:31:13: error: Type mismatch
  SimpleGraph.fromRel_adj ?m.110 v w
has type
  (SimpleGraph.fromRel ?m.110).Adj v w ↔ v ≠ w ∧ (?m.110 v w ∨ ?m.110 w v)
but is expected to have type
  (SimpleGraph.toSubgraph K hK).Adj v w ↔ v ≠ w ∧ (c v = true ∧ σ v = w ∨ c w = true ∧ σ w = v)
```

Diagnosis. The error is in the proof of `adj`, which spells out when two atoms are joined in the matching. The lemma `SimpleGraph.fromRel_adj` is the right one, but its relation is given as `_`, and Lean has to work out what that is. The message shows it still unknown, as `?m.110`.

On the left of the `↔`, the relation is hidden behind `SimpleGraph.toSubgraph` and the local definition `K`, and Lean did not recover it from there. On the right, Lean would have to find a relation whose value at `v` and `w` is `c v = true ∧ σ v = w`. Many relations could fit, since `v` and `w` are already in scope where the `_` stands and the relation could mention them itself, so Lean does not pick one.

The diff writes the relation out, as the same function that defines `K`. With nothing left to guess, Lean only has to check that the two statements agree, which they do once the definitions are unfolded.

After these edits no error is left:

```diff
@@ -29,5 +29,5 @@
   have adj : ∀ w, (SimpleGraph.toSubgraph K hK).Adj v w ↔
       v ≠ w ∧ ((c v = true ∧ σ v = w) ∨ (c w = true ∧ σ w = v)) :=
-    fun w => SimpleGraph.fromRel_adj _ v w
+    fun w => SimpleGraph.fromRel_adj (fun i j => c i = true ∧ σ i = j) v w
   by_cases hv : c v = true
   · -- the partner of `v` is the atom it moves to
```
